# First variation of $\int g(n)(n'')^2$ for smooth periodic densities

Take the weight $g(n)=n$ and the density $n(x)=2+\cos x$ on a period of length $2\pi$. Raising the density uniformly by $t$ changes $\int n\,(n'')^2\,dx$ by exactly $\pi t$. A potential that keeps only the term with the highest derivative, $2g\,n''''$, predicts $2\pi t$. A minimisation driven by that potential does not follow the gradient of its own energy. When an external potential is added, the truncated total potential can vanish at a density where the total energy is not stationary.

The missing terms come from the dependence of $g$ on the density. For infinitely differentiable $g:\mathbb R\to\mathbb R$ and infinitely differentiable $L$-periodic $n$ and $h$, the complete derivative is

$$
\frac{d}{dt}E[n+th]\Big|_{t=0}=\int_0^L h(x)\,v(x)\,dx ,\qquad E[n]=\int_0^L g(n)\,(n'')^2\,dx,
$$

$$
v = 2g\,n''''+4g'\,n'n'''+3g'\,(n'')^2+2g''\,(n')^2n'' .
$$

Primes on $n$ and $h$ are derivatives in $x$. Primes on $g$ are derivatives in the density, evaluated at $n(x)$. In orbital-free density functional theory, $v$ is the contribution of such a Laplacian-level energy term to the potential, here for a one-dimensional periodic density.

In Lean 4 with Mathlib:

```lean
import Mathlib

open Set Topology MeasureTheory
open scoped ContDiff

namespace LaplacianKineticFunctional

noncomputable section

local notation "∂ₓ" => deriv

variable {g n h : ℝ → ℝ} {L : ℝ}
```

## Densities, energy and potential

The density and its variation are functions on the whole line that repeat after $L$. `SmoothPeriodic L f` records both properties: derivatives of every order exist, and $f(x+L)=f(x)$. Constants are included, and $L$ need not be the shortest period. Positivity of $n$ is not required.

```lean
/-- A smooth `L`-periodic function on the line. -/
structure SmoothPeriodic (L : ℝ) (f : ℝ → ℝ) : Prop where
  smooth : ContDiff ℝ ∞ f
  periodic : Function.Periodic f L
```

The energy is an integral over $[0,L]$ with the true second derivative of $n$, not a grid approximation. There is no prefactor, so any physical constant belongs in $g$.

```lean
/-- The semilocal energy `E[n] = ∫ g(n) (n'')²` over one period `[0, L]`. -/
def energy (g : ℝ → ℝ) (L : ℝ) (n : ℝ → ℝ) : ℝ :=
  ∫ x in (0 : ℝ)..L, g (n x) * (∂ₓ (∂ₓ n) x) ^ 2
```

The potential $v$ is called `eulerExpr g n`. In the code, `deriv g (n x)` means $g'(n(x))$: differentiate in the density first, then insert the local value.

```lean
/-- The Euler expression `2g n'''' + 4g' n' n''' + 3g' (n'')² + 2g'' (n')² n''`. -/
def eulerExpr (g n : ℝ → ℝ) (x : ℝ) : ℝ :=
  2 * g (n x) * ∂ₓ (∂ₓ (∂ₓ (∂ₓ n))) x + 4 * deriv g (n x) * ∂ₓ n x * ∂ₓ (∂ₓ (∂ₓ n)) x
    + 3 * deriv g (n x) * (∂ₓ (∂ₓ n) x) ^ 2
    + 2 * deriv (deriv g) (n x) * (∂ₓ n x) ^ 2 * ∂ₓ (∂ₓ n) x
```

Moving two derivatives off $h$ will produce the boundary term $J(L)-J(0)$, where $J$ is the current

$$
J=2\big[g\,n''h'-(g\,n'')'h\big],\qquad (g\,n'')'=g'\,n'n''+g\,n''' .
$$

```lean
/-- The boundary current `2 (g n'' h' - (g n'')' h)` of the two integrations by parts. -/
def current (g n h : ℝ → ℝ) (x : ℝ) : ℝ :=
  2 * (g (n x) * ∂ₓ (∂ₓ n) x * ∂ₓ h x
    - (deriv g (n x) * ∂ₓ n x * ∂ₓ (∂ₓ n) x + g (n x) * ∂ₓ (∂ₓ (∂ₓ n)) x) * h x)
```

## Derivatives along the line $n+th$

Differentiating $f(x+L)=f(x)$ gives $f'(x+L)=f'(x)$, so the derivative of a smooth periodic function is again smooth and periodic. Repeated use covers every derivative that occurs in $v$ and $J$.

```lean
/-- The derivative of a smooth periodic function is smooth and periodic. -/
theorem SmoothPeriodic.diff {f : ℝ → ℝ} (hf : SmoothPeriodic L f) :
    SmoothPeriodic L (∂ₓ f) := by
  refine ⟨(contDiff_infty_iff_deriv.1 hf.smooth).2, fun x => ?_⟩
  rw [← deriv_comp_add_const]
  exact congrArg (fun u => ∂ₓ u x) (funext hf.periodic)
```

Differentiation is linear, so $(n+th)'=n'+th'$. A second application, to $n'$ and $h'$, gives $(n+th)''=n''+th''$.

```lean
/-- For smooth periodic `n` and `h`, the derivative of `n + t h` is `n' + t h'`. -/
theorem deriv_line (hn : SmoothPeriodic L n) (hh : SmoothPeriodic L h) (t : ℝ) :
    ∂ₓ (fun x => n x + t * h x) = fun x => ∂ₓ n x + t * ∂ₓ h x :=
  funext fun x => (((contDiff_infty_iff_deriv.1 hn.smooth).1 x).hasDerivAt.fun_add
    (((contDiff_infty_iff_deriv.1 hh.smooth).1 x).hasDerivAt.const_mul t)).deriv
```

Write $P=n''$ and $Q=h''$. At fixed $x$, the product and chain rules give

$$
\frac{d}{dt}\,g(n+th)(P+tQ)^2
= g'(n+th)\,h\,(P+tQ)^2+2g(n+th)(P+tQ)\,Q .
$$

At $t=0$ this is $g'h\,(n'')^2+2g\,n''h''$, the raw variation density. To take the derivative inside the integral, it suffices to bound the right-hand side by one constant for all $t$ near $0$ and all $x$ in the period. The expression is continuous in $(t,x)$, and $|t|\le1$ with $x$ in the period is a compact set, so some constant $C$ bounds it there.

The lemma follows this argument for arbitrary continuous $P$ and $Q$. It obtains `C` from compactness, passes it to Mathlib's theorem on dominated differentiation, and checks the pointwise derivative last.

```lean
/-- For continuous fields and `g` with continuous derivative `g'`, the integral
`∫ g(n + t h) (P + t Q)²` may be differentiated under the integral at `t = 0`. -/
theorem hasDerivAt_weighted_square {g' P Q : ℝ → ℝ} (hg : ∀ y, HasDerivAt g (g' y) y)
    (hg' : Continuous g') (hn : Continuous n) (hh : Continuous h) (hP : Continuous P)
    (hQ : Continuous Q) (L : ℝ) :
    HasDerivAt (fun t => ∫ x in (0 : ℝ)..L, g (n x + t * h x) * (P x + t * Q x) ^ 2)
      (∫ x in (0 : ℝ)..L, (g' (n x) * h x * (P x) ^ 2 + g (n x) * (2 * P x * Q x))) 0 := by
  have hgc : Continuous g := continuous_iff_continuousAt.2 fun y => (hg y).continuousAt
  have hF : ∀ t, Continuous (fun x => g (n x + t * h x) * (P x + t * Q x) ^ 2) :=
    fun t => by fun_prop
  let F' : ℝ → ℝ → ℝ := fun t x => g' (n x + t * h x) * h x * (P x + t * Q x) ^ 2
    + g (n x + t * h x) * (2 * (P x + t * Q x) * Q x)
  have hc : Continuous (fun z : ℝ × ℝ => F' z.1 z.2) := by
    dsimp only [F']
    fun_prop
  have hc0 : Continuous (F' 0) := hc.comp (continuous_const.prodMk continuous_id)
  -- the derivative of the integrand is bounded for `|t| ≤ 1` on the period
  obtain ⟨C, hC⟩ := ((isCompact_closedBall (0 : ℝ) 1).prod
    (isCompact_uIcc : IsCompact (uIcc 0 L))).exists_bound_of_continuousOn hc.continuousOn
  have main := (intervalIntegral.hasDerivAt_integral_of_dominated_loc_of_deriv_le
    (μ := volume) (a := 0) (b := L)
    (F := fun t x => g (n x + t * h x) * (P x + t * Q x) ^ 2) (F' := F')
    (bound := fun _ => C) (Metric.closedBall_mem_nhds (0 : ℝ) one_pos)
    (Filter.Eventually.of_forall fun t => (hF t).aestronglyMeasurable)
    ((hF 0).intervalIntegrable _ _) hc0.aestronglyMeasurable
    (ae_of_all _ fun x hx t ht => hC (t, x) ⟨ht, uIoc_subset_uIcc hx⟩)
    (continuous_const.intervalIntegrable _ _)
    (ae_of_all _ fun x _ t _ => by
      have line : ∀ a b : ℝ, HasDerivAt (fun t : ℝ => a + t * b) b t := fun a b => by
        simpa using ((hasDerivAt_id' t).mul_const b).const_add a
      have hd : HasDerivAt (fun t => g (n x + t * h x)) (g' (n x + t * h x) * h x) t :=
        HasDerivAt.comp t (hg _) (line _ _)
      refine (hd.fun_mul ((line (P x) (Q x)).fun_pow 2)).congr_deriv ?_
      simp [F'])).2
  simpa only [F', zero_mul, add_zero] using main
```

## Two integrations by parts as one total derivative

The potential $v$ is built by sums and products from smooth periodic functions, so it is smooth and periodic itself. This makes $hv$ integrable, and later allows $v$ to serve as a variation.

```lean
/-- For smooth `g` and smooth periodic `n`, the Euler expression is smooth and periodic. -/
theorem eulerExpr_smoothPeriodic (hg : ContDiff ℝ ∞ g) (hn : SmoothPeriodic L n) :
    SmoothPeriodic L (eulerExpr g n) := by
  have g1 := (contDiff_infty_iff_deriv.1 hg).2
  have G0 : ContDiff ℝ ∞ (fun x => g (n x)) := hg.comp hn.1
  have G1 : ContDiff ℝ ∞ (fun x => deriv g (n x)) := g1.comp hn.1
  have G2 : ContDiff ℝ ∞ (fun x => deriv (deriv g) (n x)) :=
    (contDiff_infty_iff_deriv.1 g1).2.comp hn.1
  constructor
  · exact ((((contDiff_const.mul G0).mul hn.diff.diff.diff.diff.1).add
      (((contDiff_const.mul G1).mul hn.diff.1).mul hn.diff.diff.diff.1)).add
      ((contDiff_const.mul G1).mul (hn.diff.diff.1.pow 2))).add
      (((contDiff_const.mul G2).mul (hn.diff.1.pow 2)).mul hn.diff.diff.1)
  · intro x
    simp only [eulerExpr, hn.2 x, hn.diff.2 x, hn.diff.diff.2 x, hn.diff.diff.diff.2 x,
      hn.diff.diff.diff.diff.2 x]
```

Differentiating the current, the two terms with $(g\,n'')'h'$ cancel:

$$
J'=2g\,n''h''-2(g\,n'')''h .
$$

The remaining second derivative is

$$
(g\,n'')''=g\,n''''+2g'\,n'n'''+g'\,(n'')^2+g''\,(n')^2n'' .
$$

Doubling this and adding $g'(n'')^2$ from the explicit density dependence gives exactly $v$. The coefficient 3 in $v$ is therefore $2+1$. It follows that

$$
\big[g'h\,(n'')^2+2g\,n''h''\big]-h\,v=J' .
$$

The proof assembles the derivative of `current` from the product and chain rules, and `ring` confirms that the result is the left-hand side.

```lean
/-- For smooth `g` and smooth periodic `n`, `h`, the raw variation density minus `h` times
the Euler expression is the derivative of the boundary current. -/
theorem hasDerivAt_current (hg : ContDiff ℝ ∞ g) (hn : SmoothPeriodic L n)
    (hh : SmoothPeriodic L h) (x : ℝ) :
    HasDerivAt (current g n h)
      ((deriv g (n x) * h x * (∂ₓ (∂ₓ n) x) ^ 2 + g (n x) * (2 * ∂ₓ (∂ₓ n) x * ∂ₓ (∂ₓ h) x))
        - h x * eulerExpr g n x) x := by
  have d : ∀ {f : ℝ → ℝ}, ContDiff ℝ ∞ f → ∀ y, HasDerivAt f (deriv f y) y :=
    fun hf y => ((contDiff_infty_iff_deriv.1 hf).1 y).hasDerivAt
  have G : HasDerivAt (fun y => g (n y)) (deriv g (n x) * deriv n x) x :=
    HasDerivAt.comp x (d hg _) (d hn.1 x)
  have G1 : HasDerivAt (fun y => deriv g (n y)) (deriv (deriv g) (n x) * deriv n x) x :=
    HasDerivAt.comp x (d (contDiff_infty_iff_deriv.1 hg).2 _) (d hn.1 x)
  have n2 := d hn.diff.diff.1 x
  refine ((((G.fun_mul n2).fun_mul (d hh.diff.1 x)).fun_sub
    ((((G1.fun_mul (d hn.diff.1 x)).fun_mul n2).fun_add
      (G.fun_mul (d hn.diff.diff.diff.1 x))).fun_mul (d hh.1 x))).const_mul 2).congr_deriv ?_
  simp only [eulerExpr]
  ring
```

## The first variation

Integrate the last identity over the period. Every factor in $J$ is periodic, so $J(L)-J(0)=0$, and

$$
\int_0^L\big[g'h\,(n'')^2+2g\,n''h''\big]dx=\int_0^L h\,v\,dx .
$$

The left-hand side is the derivative of the energy found above.

In the theorem, `HasDerivAt (fun t => ...) D 0` says that the function of $t$ is differentiable at $t=0$ with derivative $D$. The proof rewrites $(n+th)''$ with `deriv_line`, differentiates under the integral, and applies the fundamental theorem of calculus to the current. The equality `hper` supplies $J(L)=J(0)$, and `linarith` combines the two integrals.

```lean
/-- First variation: for smooth `g` and smooth `L`-periodic `n`, `h`, the derivative of
`E[n + t h]` at `t = 0` is the integral over a period of `h` times the Euler expression. -/
theorem hasDerivAt_energy (hg : ContDiff ℝ ∞ g) (hn : SmoothPeriodic L n)
    (hh : SmoothPeriodic L h) :
    HasDerivAt (fun t => energy g L (fun x => n x + t * h x))
      (∫ x in (0 : ℝ)..L, h x * eulerExpr g n x) 0 := by
  have dg := contDiff_infty_iff_deriv.1 hg
  have n2 := hn.diff.diff.1.continuous
  have h2 := hh.diff.diff.1.continuous
  simp only [energy, deriv_line hn hh, deriv_line hn.diff hh.diff]
  refine (hasDerivAt_weighted_square (fun y => (dg.1 y).hasDerivAt) dg.2.continuous
    hn.1.continuous hh.1.continuous n2 h2 L).congr_deriv ?_
  have i1 : Continuous (fun x => deriv g (n x) * h x * (∂ₓ (∂ₓ n) x) ^ 2
      + g (n x) * (2 * ∂ₓ (∂ₓ n) x * ∂ₓ (∂ₓ h) x)) :=
    (((dg.2.continuous.comp hn.1.continuous).mul hh.1.continuous).mul (n2.pow 2)).add
      ((hg.continuous.comp hn.1.continuous).mul ((continuous_const.mul n2).mul h2))
  have i2 : Continuous (fun x => h x * eulerExpr g n x) :=
    hh.1.continuous.mul (eulerExpr_smoothPeriodic hg hn).1.continuous
  -- the current is periodic, so its derivative integrates to zero
  have hB := intervalIntegral.integral_eq_sub_of_hasDerivAt (a := 0) (b := L)
    (fun x _ => hasDerivAt_current hg hn hh x) ((i1.sub i2).intervalIntegrable _ _)
  rw [intervalIntegral.integral_sub (i1.intervalIntegrable _ _)
    (i2.intervalIntegrable _ _)] at hB
  have hper : current g n h L = current g n h 0 := by
    simp only [current, hn.2.eq, hh.2.eq, hn.diff.2.eq, hh.diff.2.eq, hn.diff.diff.2.eq,
      hn.diff.diff.diff.2.eq]
  linarith
```

Periodicity of $h$ matters here. Take $g=1$, $n=\sin x$, $L=2\pi$ and the non-periodic variation $h=x$. Since $h''=0$, the energy does not change with $t$ and its derivative is $0$. Yet $v=2\sin x$, and $\int_0^{2\pi}2x\sin x\,dx=-4\pi$. The difference is the boundary term $J(2\pi)-J(0)=4\pi$.

## Stationary densities

If $v=0$ everywhere, the first variation vanishes for every $h$. Conversely, suppose that it vanishes for every smooth periodic $h$, and choose $h=v$. Then

$$
\int_0^L v(x)^2\,dx=0 .
$$

A continuous non-negative function with zero integral over an interval of positive length vanishes there, and periodicity carries $v=0$ to the whole line. The result is the Euler equation

$$
2g\,n''''+4g'\,n'n'''+3g'\,(n'')^2+2g''\,(n')^2n''=0,
$$

which is of fourth order wherever $g(n)\neq0$.

The proof uses the same test variation. If $v$ were nonzero at some $x$, it would be nonzero at a point $y$ of $[0,L)$, and the integral of $v^2$ would be positive.

```lean
/-- Euler equation: for `L > 0`, smooth `g` and smooth `L`-periodic `n`, the energy is
stationary under all smooth `L`-periodic variations exactly when the Euler expression
vanishes everywhere. -/
theorem stationary_iff (hL : 0 < L) (hg : ContDiff ℝ ∞ g) (hn : SmoothPeriodic L n) :
    (∀ h, SmoothPeriodic L h →
      HasDerivAt (fun t => energy g L (fun x => n x + t * h x)) 0 0)
      ↔ ∀ x, eulerExpr g n x = 0 := by
  constructor
  · intro H x
    -- test with the Euler expression itself: its square integrates to zero
    have hs := eulerExpr_smoothPeriodic hg hn
    have h0 := (hasDerivAt_energy hg hn hs).unique (H _ hs)
    obtain ⟨y, hy, hxy⟩ := hs.2.exists_mem_Ico₀ hL x
    rw [hxy]
    by_contra hne
    have hpos := intervalIntegral.integral_pos
      (f := fun x => eulerExpr g n x * eulerExpr g n x) hL
      (hs.1.continuous.mul hs.1.continuous).continuousOn (fun z _ => mul_self_nonneg _)
      ⟨y, ⟨hy.1, hy.2.le⟩, mul_self_pos.2 hne⟩
    exact hpos.ne' h0
  · intro hE h hh
    have H := hasDerivAt_energy hg hn hh
    simpa only [hE, mul_zero, intervalIntegral.integral_zero] using H

end

end LaplacianKineticFunctional
```

```lean
#print axioms LaplacianKineticFunctional.eulerExpr_smoothPeriodic
#print axioms LaplacianKineticFunctional.stationary_iff
```

```
'LaplacianKineticFunctional.eulerExpr_smoothPeriodic' depends on axioms: [propext, Classical.choice, Quot.sound]
'LaplacianKineticFunctional.stationary_iff' depends on axioms: [propext, Classical.choice, Quot.sound]
```

The condition $L>0$ belongs to this equivalence, while the first variation holds for every real $L$. At $L=0$ the energy is always zero and every density is stationary, although $g=1$ and $n=x^4$ give $v=48$.

Stationary means a vanishing first derivative, not a minimum. The variations may also change the particle number $\int_0^L n\,dx$, so no chemical potential appears in the equation.

The weight must be smooth on all of $\mathbb R$. This excludes $g(n)\propto n^{-5/3}$, the weight of the squared Laplacian in the fourth-order gradient expansion of the kinetic energy in three dimensions, because it is singular at zero density. For a strictly positive periodic density, one would expect to reach that case by changing $g$ smoothly below the smallest density that occurs, an argument not carried out here.

## The potential on a grid

A program can evaluate the potential in its unexpanded form,

$$
v=g'(n)\,(n'')^2+2\big(g(n)\,n''\big)'' ,
$$

which needs only second derivatives. On a uniform periodic grid with spacing $\Delta$, let a real symmetric matrix $D$ represent the second derivative. The discrete energy is $\Delta\sum_j g(n_j)(Dn)_j^2$, and its derivative with respect to $n_k$, divided by $\Delta$, is

$$
v_k=g'(n_k)\,(Dn)_k^2+2\big(D\,[g(n)\,Dn]\big)_k .
$$

This is the gradient of the discrete energy itself. Sampling the four-term formula with separately approximated derivatives generally matches that gradient only up to discretisation error.

An implementation can be tested by comparing

$$
\frac{E[n+\varepsilon h]-E[n-\varepsilon h]}{2\varepsilon}
\quad\text{with}\quad \Delta\sum_k h_kv_k
$$

for small $\varepsilon$. With $g(n)=n^2$, $n=2+\cos x$, $h=\cos x$ and $L=2\pi$, both should approach $11\pi$ as the grid is refined and $\varepsilon$ is reduced, within rounding error. If the four-term formula is used for $v$, leaving out its $g''$ term gives $12\pi$, so this choice detects its absence. The uniform shift $h=1$ does not, because for this density the $g''$ term integrates to zero.
